# Equality in the variance bound \((M-m)^2/4\) for a Hermitian operator with eigenvalues in \([m,M]\)

The interval condition on the observable \(A\) is placed on its eigenvalues: every eigenvalue of \(A\) lies in \([m,M]\), while \(m\) and \(M\) themselves need not be eigenvalues. The main results concern a Hermitian \(A\) on a finite-dimensional complex inner product space and a pure state given by a unit vector \(\psi\). Mixed states and infinite-dimensional observables such as position are not covered.

Under these conditions the variance of \(A\) is at most \((M-m)^2/4\), and the question is when it equals this value. For \(m<M\), the answer is an equal-weight superposition of an eigenvector at \(m\) and an eigenvector at \(M\). When a phase \(\theta\) is imprinted on a pure finite-dimensional probe by the unitary \(e^{-i\theta A}\) without noise, the quantum Fisher information is four times the variance of \(A\), so these states maximise it among pure probes when \(m\) and \(M\) are the extreme eigenvalues.

## States, means and variances

In Lean 4 with Mathlib:

```lean
import Mathlib

open Module.End

namespace MaximalVariance

noncomputable section

variable {E : Type*} [NormedAddCommGroup E] [InnerProductSpace ℂ E]
```

`E` is the state space, a complex vector space with an inner product. Finite dimension is not assumed yet; the theorems that need it say so with `[FiniteDimensional ℂ E]`.

```lean
/-- The real part of `⟨ψ, A ψ⟩`. For Hermitian `A` and a unit vector `ψ` this is the expectation
value of `A`. -/
def mean (A : E →ₗ[ℂ] E) (ψ : E) : ℝ := (inner ℂ ψ (A ψ)).re
```

The type `E →ₗ[ℂ] E` is that of complex-linear maps from `E` to itself. The mean is \(\langle A\rangle=\operatorname{Re}\langle\psi,A\psi\rangle\), a real number by construction. For Hermitian \(A\) the inner product is already real, so taking the real part loses nothing. The definition does not divide by \(\|\psi\|^2\), so for a vector that is not normalised it can differ from the physical expectation value.

```lean
/-- The difference `⟨A²⟩ - ⟨A⟩²`, with both terms given by `mean`. For Hermitian `A` and a unit
vector `ψ` this is the variance of `A`. -/
def variance (A : E →ₗ[ℂ] E) (ψ : E) : ℝ := mean (A ∘ₗ A) ψ - mean A ψ ^ 2
```

This is \(\operatorname{Var}(A)=\langle A^2\rangle-\langle A\rangle^2\). The symbol `∘ₗ` composes linear maps, so `A ∘ₗ A` is \(A^2\).

```lean
/-- The shifted operator `A - c`. -/
def shift (A : E →ₗ[ℂ] E) (c : ℝ) : E →ₗ[ℂ] E := A - (c : ℂ) • LinearMap.id
```

`shift A c` is \(A-c\), with the real number \(c\) read as a complex multiple of the identity.

```lean
/-- All real eigenvalues of `A` lie in the interval `[m, M]`. -/
def SpectrumIn (A : E →ₗ[ℂ] E) (m M : ℝ) : Prop :=
  ∀ μ : ℝ, HasEigenvalue A (μ : ℂ) → m ≤ μ ∧ μ ≤ M
```

`SpectrumIn A m M` says that each real \(\mu\) which is an eigenvalue of \(A\) satisfies \(m\le\mu\le M\). Testing real numbers is enough for a Hermitian operator, whose eigenvalues are all real.

```lean
/-- The shifted operator acts as `(A - c) x = A x - c x`. -/
theorem shift_apply (A : E →ₗ[ℂ] E) (c : ℝ) (x : E) :
    shift A c x = A x - (c : ℂ) • x := rfl
```

Applied to a vector, the shifted operator gives \((A-c)x=Ax-cx\). The proof `rfl` means that both sides agree by definition.

## The gap below \((M-m)^2/4\)

```lean
/-- In a unit state, the difference between `(M - m)²/4` and the variance is the squared
offset of the mean from the midpoint minus the expectation value of `(A - m)(A - M)`. -/
theorem variance_gap (A : E →ₗ[ℂ] E) (m M : ℝ) {ψ : E} (hψ : ‖ψ‖ = 1) :
    (M - m) ^ 2 / 4 - variance A ψ =
      (mean A ψ - (m + M) / 2) ^ 2 - mean (shift A m ∘ₗ shift A M) ψ := by
  have h1 : inner ℂ ψ ψ = (1 : ℂ) := by
    rw [inner_self_eq_norm_sq_to_K, hψ]; simp
  have h2 : mean (shift A m ∘ₗ shift A M) ψ =
      mean (A ∘ₗ A) ψ - (m + M) * mean A ψ + m * M := by
    simp only [mean, LinearMap.comp_apply, shift_apply, map_sub, map_smul,
      inner_sub_right, inner_smul_right, h1]
    simp only [Complex.sub_re, Complex.sub_im, Complex.mul_re, Complex.mul_im,
      Complex.ofReal_re, Complex.ofReal_im, Complex.one_re, Complex.one_im]
    ring
  rw [h2, variance]
  ring
```

The hypothesis `hψ` says \(\|\psi\|=1\). The theorem is the identity

\[
\frac{(M-m)^2}{4}-\operatorname{Var}(A)=\Big(\langle A\rangle-\frac{m+M}{2}\Big)^2-\langle (A-m)(A-M)\rangle .
\]

To derive it, expand the product in a unit state:

\[
\langle (A-m)(A-M)\rangle=\langle A^2\rangle-(m+M)\langle A\rangle+mM .
\]

Substituting this on the right and expanding the square, the terms linear in \(\langle A\rangle\) cancel, leaving

\[
\langle A\rangle^2-\langle A^2\rangle+\frac{(m+M)^2}{4}-mM
=\frac{(M-m)^2}{4}-\operatorname{Var}(A).
\]

In the proof, `h1` is the normalisation \(\langle\psi,\psi\rangle=1\), `h2` is the expanded product, and the final `ring` does the remaining algebra. Neither Hermiticity nor the eigenvalue condition is used.

```lean
/-- If the spectrum of a Hermitian `A` lies in `[m, M]`, the expectation value of
`(A - m)(A - M)` is never positive, and it vanishes exactly when `(A - m)(A - M)ψ = 0`. -/
theorem endpoint_mean [FiniteDimensional ℂ E] {A : E →ₗ[ℂ] E} (hA : A.IsSymmetric)
    {m M : ℝ} (hs : SpectrumIn A m M) (ψ : E) :
    mean (shift A m ∘ₗ shift A M) ψ ≤ 0 ∧
      (mean (shift A m ∘ₗ shift A M) ψ = 0 ↔ shift A m (shift A M ψ) = 0) := by
  -- an orthonormal basis of eigenvectors
  obtain ⟨b, l, hb⟩ : ∃ (b : OrthonormalBasis (Fin (Module.finrank ℂ E)) ℂ E)
      (l : Fin (Module.finrank ℂ E) → ℝ), ∀ i, A (b i) = (l i : ℂ) • b i :=
    ⟨hA.eigenvectorBasis rfl, hA.eigenvalues rfl, fun i => hA.apply_eigenvectorBasis rfl i⟩
  have hl : ∀ i, m ≤ l i ∧ l i ≤ M := fun i =>
    hs _ (hasEigenvalue_of_hasEigenvector
      ⟨mem_eigenspace_iff.2 (hb i), b.orthonormal.ne_zero i⟩)
  have hAc : ∀ i x, inner ℂ (b i) (A x) = (l i : ℂ) * inner ℂ (b i) x := by
    intro i x
    rw [← hA (b i) x, hb, inner_smul_left, Complex.conj_ofReal]
  have hc : ∀ i, inner ℂ (b i) (shift A m (shift A M ψ)) =
      (((l i - m) * (l i - M) : ℝ) : ℂ) * inner ℂ (b i) ψ := by
    intro i
    simp only [shift_apply, inner_sub_right, inner_smul_right, hAc]
    push_cast
    ring
  -- the expectation value as a weighted sum over the spectrum
  have hsum : mean (shift A m ∘ₗ shift A M) ψ =
      ∑ i, (l i - m) * (l i - M) * ‖inner ℂ (b i) ψ‖ ^ 2 := by
    rw [mean, LinearMap.comp_apply,
      ← b.sum_inner_mul_inner ψ (shift A m (shift A M ψ)), Complex.re_sum]
    refine Finset.sum_congr rfl fun i _ => ?_
    rw [hc, ← inner_conj_symm ψ (b i), ← Complex.normSq_eq_norm_sq, Complex.normSq_apply]
    simp only [Complex.mul_re, Complex.mul_im, Complex.conj_re, Complex.conj_im,
      Complex.ofReal_re, Complex.ofReal_im]
    ring
  have hneg : ∀ i, (l i - m) * (l i - M) * ‖inner ℂ (b i) ψ‖ ^ 2 ≤ 0 := by
    intro i
    have h := mul_nonneg (mul_nonneg (sub_nonneg.2 (hl i).1) (sub_nonneg.2 (hl i).2))
      (sq_nonneg ‖inner ℂ (b i) ψ‖)
    linarith
  refine ⟨by rw [hsum]; exact Finset.sum_nonpos fun i _ => hneg i, fun h => ?_, fun h => ?_⟩
  · rw [hsum, Finset.sum_eq_zero_iff_of_nonpos (fun i _ => hneg i)] at h
    rw [← inner_self_eq_zero (𝕜 := ℂ), ← b.sum_inner_mul_inner]
    refine Finset.sum_eq_zero fun i _ => ?_
    rw [hc]
    rcases mul_eq_zero.1 (h i (Finset.mem_univ i)) with h0 | h0
    · rw [h0]; simp
    · rw [norm_eq_zero.1 ((pow_eq_zero_iff two_ne_zero).1 h0)]; simp
  · rw [mean, LinearMap.comp_apply, h, inner_zero_right, Complex.zero_re]
```

`A.IsSymmetric` is Hermiticity in the form \(\langle Ax,y\rangle=\langle x,Ay\rangle\). The conclusion has two parts: \(\langle(A-m)(A-M)\rangle\le 0\), and this quantity is zero exactly when \((A-m)(A-M)\psi=0\). Here \(\psi\) need not be normalised.

Choose an orthonormal eigenbasis \(b_i\) with \(Ab_i=l_ib_i\). The component of \((A-m)(A-M)\psi\) along \(b_i\) is \((l_i-m)(l_i-M)\langle b_i,\psi\rangle\), which is `hc` in the proof. Therefore

\[
\langle (A-m)(A-M)\rangle=\sum_i (l_i-m)(l_i-M)\,|\langle b_i,\psi\rangle|^2 ,
\]

which is `hsum`. Since \(m\le l_i\le M\), each term is at most zero (`hneg`), and so is the sum.

If the sum vanishes, each term must vanish. Then either \((l_i-m)(l_i-M)=0\) or \(\langle b_i,\psi\rangle=0\), and in both cases the component of \((A-m)(A-M)\psi\) along \(b_i\) is zero. The command `rcases` treats these two cases. With all its components zero, the vector is zero. Conversely, if the vector is zero, so is its inner product with \(\psi\).

Physically, \(\psi\) then has no weight on eigenvalues strictly between \(m\) and \(M\).

```lean
/-- For a Hermitian `A` with spectrum in `[m, M]` and a unit state `ψ`, the variance equals
`(M - m)²/4` if and only if the mean is `(m + M)/2` and `(A - m)(A - M)ψ = 0`. -/
theorem variance_eq_max_iff [FiniteDimensional ℂ E] {A : E →ₗ[ℂ] E} (hA : A.IsSymmetric)
    {m M : ℝ} (hs : SpectrumIn A m M) {ψ : E} (hψ : ‖ψ‖ = 1) :
    variance A ψ = (M - m) ^ 2 / 4 ↔
      mean A ψ = (m + M) / 2 ∧ shift A m (shift A M ψ) = 0 := by
  have g := variance_gap A m M hψ
  obtain ⟨hle, hz⟩ := endpoint_mean hA hs ψ
  constructor
  · intro h
    -- two nonnegative contributions add up to zero
    have s := sq_nonneg (mean A ψ - (m + M) / 2)
    have hsq : (mean A ψ - (m + M) / 2) ^ 2 = 0 := by linarith
    exact ⟨sub_eq_zero.1 ((pow_eq_zero_iff two_ne_zero).1 hsq), hz.1 (by linarith)⟩
  · rintro ⟨h1, h2⟩
    rw [hz.2 h2, h1, sub_self] at g
    linarith
```

This is the equality criterion:

\[
\operatorname{Var}(A)=\frac{(M-m)^2}{4}
\iff
\langle A\rangle=\frac{m+M}{2}\ \text{ and }\ (A-m)(A-M)\psi=0 .
\]

By the previous two results, the gap is a sum of two nonnegative numbers, \(\big(\langle A\rangle-\tfrac{m+M}{2}\big)^2\) and \(-\langle(A-m)(A-M)\rangle\). If the gap is zero, both are zero; the first gives the midpoint mean and the second gives the vector equation. Conversely, the two conditions make both numbers zero, and the variance takes the stated value.

`constructor` splits the "if and only if" into its two directions, and `linarith` performs the linear arithmetic with the inequalities. The case \(m=M\) is included: \(A\) is then \(m\) times the identity, and every unit state has variance zero.

## Equal weight on the two endpoints

```lean
/-- For eigenvectors `u`, `v` of a Hermitian `A` with distinct eigenvalues `m`, `M`, the squared
norm of `u + v` is `‖u‖² + ‖v‖²` and `⟨u + v, A (u + v)⟩` has real part `m‖u‖² + M‖v‖²`. -/
theorem superposition {A : E →ₗ[ℂ] E} (hA : A.IsSymmetric) {m M : ℝ} (hmM : m ≠ M)
    {u v : E} (hu : A u = (m : ℂ) • u) (hv : A v = (M : ℂ) • v) :
    ‖u + v‖ ^ 2 = ‖u‖ ^ 2 + ‖v‖ ^ 2 ∧ mean A (u + v) = m * ‖u‖ ^ 2 + M * ‖v‖ ^ 2 := by
  have ho : inner ℂ u v = (0 : ℂ) := by
    have h := hA u v
    rw [hu, hv, inner_smul_left, inner_smul_right, Complex.conj_ofReal] at h
    have h' : ((m : ℂ) - M) * inner ℂ u v = 0 := by linear_combination h
    exact (mul_eq_zero.1 h').resolve_left (sub_ne_zero.2 (by exact_mod_cast hmM))
  have ho' : inner ℂ v u = (0 : ℂ) := by rw [← inner_conj_symm, ho, map_zero]
  have hn : ∀ x : E, (inner ℂ x x).re = ‖x‖ ^ 2 := fun x => inner_self_eq_norm_sq (𝕜 := ℂ) x
  constructor
  · rw [← hn (u + v), ← hn u, ← hn v]
    simp only [inner_add_left, inner_add_right, ho, ho', add_zero, zero_add, Complex.add_re]
  · rw [mean, map_add, hu, hv, ← hn u, ← hn v]
    simp only [inner_add_left, inner_add_right, inner_smul_right, ho, ho',
      add_zero, zero_add, Complex.add_re, Complex.re_ofReal_mul]
```

Let \(Au=mu\) and \(Av=Mv\) with \(m\ne M\). Hermiticity gives

\[
m\langle u,v\rangle=\langle Au,v\rangle=\langle u,Av\rangle=M\langle u,v\rangle ,
\]

so \((m-M)\langle u,v\rangle=0\) and \(u\) is orthogonal to \(v\). This is `ho`. The cross terms therefore disappear:

\[
\|u+v\|^2=\|u\|^2+\|v\|^2,\qquad
\operatorname{Re}\langle u+v,A(u+v)\rangle=m\|u\|^2+M\|v\|^2 .
\]

The vectors \(u\) and \(v\) are only required to satisfy the two eigenvalue equations, so either may be zero.

```lean
/-- For a Hermitian `A` with spectrum in `[m, M]` and `m < M`, a unit state has variance `(M -
m)²/4` if and only if it is the sum of an eigenvector at `m` and an eigenvector at `M`, each of
squared norm `1/2`. -/
theorem variance_eq_max_iff_superposition [FiniteDimensional ℂ E] {A : E →ₗ[ℂ] E}
    (hA : A.IsSymmetric) {m M : ℝ} (hmM : m < M) (hs : SpectrumIn A m M)
    {ψ : E} (hψ : ‖ψ‖ = 1) :
    variance A ψ = (M - m) ^ 2 / 4 ↔
      ∃ u v : E, ψ = u + v ∧ A u = (m : ℂ) • u ∧ A v = (M : ℂ) • v ∧
        ‖u‖ ^ 2 = 1 / 2 ∧ ‖v‖ ^ 2 = 1 / 2 := by
  rw [variance_eq_max_iff hA hs hψ]
  constructor
  · rintro ⟨hm, h0⟩
    have hd : (M : ℂ) - m ≠ 0 := sub_ne_zero.2 (by exact_mod_cast hmM.ne')
    have hAA : A (A ψ) = ((m : ℂ) + M) • A ψ - ((m : ℂ) * M) • ψ := by
      simp only [shift_apply, map_sub, map_smul] at h0
      linear_combination (norm := module) h0
    -- the two endpoint components of the state
    obtain ⟨u, v, hsum, hu, hv⟩ : ∃ u v : E, ψ = u + v ∧ A u = (m : ℂ) • u ∧
        A v = (M : ℂ) • v := by
      refine ⟨((M : ℂ) - m)⁻¹ • ((M : ℂ) • ψ - A ψ),
        ((M : ℂ) - m)⁻¹ • (A ψ - (m : ℂ) • ψ), ?_, ?_, ?_⟩
      · have h : ((M : ℂ) • ψ - A ψ) + (A ψ - (m : ℂ) • ψ) = ((M : ℂ) - m) • ψ := by module
        rw [← smul_add, h, inv_smul_smul₀ hd]
      · simp only [map_smul, map_sub, hAA]; module
      · simp only [map_smul, map_sub, hAA]; module
    obtain ⟨n1, n2⟩ := superposition hA hmM.ne hu hv
    rw [← hsum, hψ] at n1
    rw [← hsum, hm] at n2
    -- normalisation and the midpoint mean fix the weights
    have hw : (M - m) * (‖u‖ ^ 2 - 1 / 2) = 0 := by linear_combination n2 - M * n1
    have ha : ‖u‖ ^ 2 = 1 / 2 := by
      rcases mul_eq_zero.1 hw with h | h <;> linarith
    exact ⟨u, v, hsum, hu, hv, ha, by linarith⟩
  · rintro ⟨u, v, rfl, hu, hv, ha, hb⟩
    refine ⟨by rw [(superposition hA hmM.ne hu hv).2, ha, hb]; ring, ?_⟩
    simp only [shift_apply, map_sub, map_add, map_smul, hu, hv]
    module
```

For \(m<M\), a unit state has variance \((M-m)^2/4\) exactly when \(\psi=u+v\) with \(Au=mu\), \(Av=Mv\) and \(\|u\|^2=\|v\|^2=\tfrac12\). In terms of unit eigenvectors, \(\psi=(e_m+e_M)/\sqrt2\), with any relative phase absorbed into \(e_M\).

Starting from the criterion above, the vector equation reads \(A^2\psi=(m+M)A\psi-mM\psi\), which is `hAA`. Define

\[
u=\frac{M\psi-A\psi}{M-m},\qquad v=\frac{A\psi-m\psi}{M-m}.
\]

Their sum is \(\psi\). Applying \(A\) and substituting for \(A^2\psi\) gives

\[
Au=\frac{-mA\psi+mM\psi}{M-m}=mu,\qquad
Av=\frac{MA\psi-mM\psi}{M-m}=Mv .
\]

The tactic `module` checks these vector identities. The preceding theorem now turns normalisation and the midpoint mean into

\[
\|u\|^2+\|v\|^2=1,\qquad m\|u\|^2+M\|v\|^2=\frac{m+M}{2}.
\]

Subtracting the second from \(M\) times the first gives \((M-m)\|u\|^2=(M-m)/2\). Hence \(\|u\|^2=\tfrac12\), and then \(\|v\|^2=\tfrac12\).

In the other direction, equal weights give the mean \((m+M)/2\). The factor \(A-M\) removes \(v\) and multiplies \(u\) by \(m-M\); the factor \(A-m\) then removes \(u\). Both conditions of the criterion hold.

```lean
/-- For a Hermitian `A` with spectrum in `[m, M]` and `m < M`, some unit state has variance `(M -
m)²/4` if and only if both `m` and `M` are eigenvalues of `A`. -/
theorem exists_max_variance_iff [FiniteDimensional ℂ E] {A : E →ₗ[ℂ] E}
    (hA : A.IsSymmetric) {m M : ℝ} (hmM : m < M) (hs : SpectrumIn A m M) :
    (∃ ψ : E, ‖ψ‖ = 1 ∧ variance A ψ = (M - m) ^ 2 / 4) ↔
      HasEigenvalue A (m : ℂ) ∧ HasEigenvalue A (M : ℂ) := by
  constructor
  · rintro ⟨ψ, hψ, h⟩
    obtain ⟨u, v, -, hu, hv, ha, hb⟩ :=
      (variance_eq_max_iff_superposition hA hmM hs hψ).1 h
    have hne : ∀ x : E, ‖x‖ ^ 2 = 1 / 2 → x ≠ 0 := by
      intro x hx h0
      rw [h0, norm_zero] at hx
      norm_num at hx
    exact ⟨hasEigenvalue_of_hasEigenvector ⟨mem_eigenspace_iff.2 hu, hne u ha⟩,
      hasEigenvalue_of_hasEigenvector ⟨mem_eigenspace_iff.2 hv, hne v hb⟩⟩
  · rintro ⟨h1, h2⟩
    -- rescale an eigenvector to weight one half
    have key : ∀ c : ℝ, HasEigenvalue A (c : ℂ) →
        ∃ x : E, A x = (c : ℂ) • x ∧ ‖x‖ ^ 2 = 1 / 2 := by
      intro c hc
      obtain ⟨x, hx⟩ := hc.exists_hasEigenvector
      have hx0 : ‖x‖ ≠ 0 := norm_ne_zero_iff.2 hx.2
      refine ⟨((√(1 / 2) / ‖x‖ : ℝ) : ℂ) • x, ?_, ?_⟩
      · rw [map_smul, hx.apply_eq_smul, smul_comm]
      · rw [norm_smul, Complex.norm_real, mul_pow, Real.norm_eq_abs, sq_abs, div_pow,
          Real.sq_sqrt (by norm_num), div_mul_cancel₀ _ (pow_ne_zero 2 hx0)]
    obtain ⟨u, hu, ha⟩ := key m h1
    obtain ⟨v, hv, hb⟩ := key M h2
    have hn : ‖u + v‖ ^ 2 = 1 := by
      rw [(superposition hA hmM.ne hu hv).1, ha, hb]; norm_num
    have hψ : ‖u + v‖ = 1 := (pow_eq_one_iff_of_nonneg (norm_nonneg _) two_ne_zero).1 hn
    exact ⟨u + v, hψ, (variance_eq_max_iff_superposition hA hmM hs hψ).2
      ⟨u, v, rfl, hu, hv, ha, hb⟩⟩

end

end MaximalVariance
```

For \(m<M\), some unit state reaches \((M-m)^2/4\) exactly when both \(m\) and \(M\) are eigenvalues of \(A\). An interval wider than the range of the eigenvalues therefore gives a value that no state attains.

If a state attains it, the previous theorem supplies \(u\) and \(v\) with squared norm \(\tfrac12\). They are nonzero, so they are genuine eigenvectors. Conversely, take an eigenvector \(x\) at each endpoint and rescale it to \(x/(\sqrt2\,\|x\|)\), which has squared norm \(\tfrac12\); this is the step named `key`. The two rescaled vectors are orthogonal, so their sum has norm one, and the previous theorem gives its variance. Either eigenvalue may be degenerate, since any eigenvector at that endpoint will do.

```lean
#print axioms MaximalVariance.exists_max_variance_iff
```

```
'MaximalVariance.exists_max_variance_iff' depends on axioms: [propext, Classical.choice, Quot.sound]
```
